# Joining orthonormal states Y to a linearly independent basis X multiplies the Gram determinant by det(1 − Y*PY), where P projects onto the span of X

## One orbital and one state

Take one basis orbital x and one state y, both normalised, with overlap s = ⟨x|y⟩. The part of y that x can represent is s x. The remainder y − s x has squared norm 1 − |s|², which is the spillage of y: the weight that the basis misses. The overlap matrix of the pair has rows (1, s) and (s̄, 1), where s̄ is the complex conjugate of s, and its determinant is

det = 1 − |s|².

The determinant of the pair is therefore the spillage. If x is not normalised, the determinant is ‖x‖² − |⟨x|y⟩|², and division by ‖x‖², the Gram determinant of x alone, gives 1 − |⟨x|y⟩|²/‖x‖², again the weight outside the line through x.

## Several orbitals and several states

In some population and bonding analyses, one-electron states from a calculation are projected onto a set of localised orbitals. Such an analysis can only describe the part of the states that lies in the span of those orbitals, so one wants a measure of what is lost.

Let the columns of X be the localised orbitals, linearly independent but not necessarily orthogonal or normalised, and let the columns of Y be n orthonormal states. Write * for the conjugate transpose, S = X*X for the overlap matrix of the basis, and

P = X S⁻¹ X*

for the projector onto its span. The letter P often denotes a density matrix in quantum chemistry; here it is always this projector. The result is

det([X,Y]*[X,Y]) / det(X*X) = det(1 − Y*PY).

The spillage usually quoted is the average tr(1 − Y*PY)/n, whereas the ratio here is a determinant of the same matrix. The two can differ strongly. If one of two states lies in the span and the other is orthogonal to it, the average spillage is 1/2 and the determinant is 0. The determinant thus vanishes as soon as the basis contains one of the states, even when the others are missed altogether. A small determinant is therefore no sign that the basis describes all the states well.

The theorems treat finitely many one-electron states and orbitals, expanded in a finite orthonormal reference set.

## From the overlap matrix to the residuals

First, S is invertible. If Sv = 0, then 0 = v*X*Xv = ‖Xv‖², so Xv = 0, and linear independence gives v = 0.

Next, P has the properties of an orthogonal projector:

PX = X S⁻¹ X*X = X
P* = P, because S* = S
P² = (PX) S⁻¹ X* = X S⁻¹ X* = P.

Let R = Y − PY be the residuals, the parts of the states outside the span. Their overlap matrix is

R*R = Y*Y − Y*PY − Y*PY + Y*P²Y = Y*Y − Y*PY.

The overlap matrix of the joined columns has the blocks S and X*Y in its first row, and Y*X and Y*Y in its second. Subtract Y*X S⁻¹ times the first block row from the second. This leaves the determinant unchanged, turns the lower left block into zero and turns the lower right block into

Y*Y − Y*X S⁻¹ X*Y = Y*Y − Y*PY = R*R.

Hence

det([X,Y]*[X,Y]) = det(S) det(R*R).

Division by det(S) shows that the ratio is the Gram determinant of the residuals, for any Y. If Y*Y = 1, it equals det(1 − Y*PY).

## A bound from the captured weight

Let w = tr(Y*PY) be the total weight of the states inside the span. The matrix B = R*R is positive semidefinite, with eigenvalues λᵢ ≥ 0. The inequality 1 + t ≤ exp(t) at t = λᵢ − 1 gives λᵢ ≤ exp(λᵢ − 1). Since all factors are nonnegative, these inequalities can be multiplied:

det B = ∏ λᵢ ≤ exp(∑ (λᵢ − 1)) = exp(tr B − n).

For orthonormal states tr B = n − w, so

0 ≤ ratio ≤ exp(−w).

## When the ratio is zero or one

The ratio vanishes exactly when R*Rc = 0 for some c ≠ 0, which is the same as Rc = 0, or Yc = PYc. Then Yc = Xa with a = S⁻¹X*Yc. Conversely, if Yc = Xa, then PYc = PXa = Xa = Yc, so Rc = 0. The ratio is therefore zero exactly when a nontrivial combination of the states is a combination of the basis orbitals.

For orthonormal states, suppose that the ratio is one. The bound gives 1 ≤ exp(−w), so w ≤ 0. But

w = tr(Y*PY) = tr((PY)*(PY)),

which is the sum of the squared moduli of the entries of PY. Hence PY = 0, and X*Y = (PX)*Y = X*PY = 0. Conversely, X*Y = 0 gives PY = 0, and the ratio is det(1) = 1.

## What the Lean statements say

The types `m`, `k` and `n` are finite sets of labels for the reference functions, the basis orbitals and the states. In the code `n` is thus a set, and the number of states is `Fintype.card n`. A column of `X : Matrix m k ℂ` holds the expansion coefficients of one orbital, `ᴴ` is the conjugate transpose, and `*ᵥ` applies a matrix to a vector.

The definitions `overlap X`, `spanProj X` and `gramRatio X Y` are S, P and the quotient of determinants; `fromCols X Y` is the joined matrix [X, Y]. The hypothesis `Function.Injective X.mulVec` says that different coefficient vectors give different orbitals, which is linear independence of the columns. For dependent columns Lean sets both the inverse and the quotient to zero, and the main identity would read 0 = 1.

The hypothesis `Yᴴ * Y = 1` is orthonormality of the states. It enters `gramRatio_eq_det`, `gramRatio_bounds` and `gramRatio_eq_one_iff`, while `gramRatio_eq_residual` and `gramRatio_eq_zero_iff` hold for any `Y`.

The ratio is a complex number in Lean. An inequality between complex numbers means that the imaginary parts agree and the real parts are ordered, so `0 ≤ gramRatio X Y` also states that the ratio is real.

The inner product is the plain sum over `m`, as is right for coefficients in an orthonormal reference set. The step to orbitals in real space is the replacement of overlap integrals by these finite sums. It is exact when all the orbitals and states lie in the span of the reference set. Such a set always exists, because finitely many square-integrable functions span a space of finite dimension, so the identity holds exactly for orbitals in real space too. If a fixed set that misses part of them is used instead, the overlaps carry a truncation error that the theorems do not estimate.

## The Lean file

```lean
import Mathlib

open Matrix
open scoped ComplexOrder

namespace GramSpillage

noncomputable section

variable {m k n : Type*} [Fintype m] [Fintype k] [Fintype n] [DecidableEq k] [DecidableEq n]

/-- The overlap (Gram) matrix `X* X` of the orbitals stored as columns of `X`. -/
def overlap {l : Type*} (X : Matrix m l ℂ) : Matrix l l ℂ := Xᴴ * X

/-- The projector `X (X* X)⁻¹ X*` onto the span of the columns of `X`, meant for `X` of full
column rank. -/
def spanProj (X : Matrix m k ℂ) : Matrix m m ℂ := X * (overlap X)⁻¹ * Xᴴ

/-- The Gram determinant of the joined columns `[X, Y]` divided by that of `X` alone, meant for
`X` of full column rank. -/
def gramRatio (X : Matrix m k ℂ) (Y : Matrix m n ℂ) : ℂ :=
  (overlap (fromCols X Y)).det / (overlap X).det

/-- The Gram determinant of a basis of full column rank is nonzero. -/
theorem det_overlap_ne_zero {X : Matrix m k ℂ} (hX : Function.Injective X.mulVec) :
    (overlap X).det ≠ 0 := by
  intro h
  obtain ⟨v, hv, h0⟩ := Matrix.exists_mulVec_eq_zero_iff.2 h
  have h1 : X *ᵥ v = 0 := (Matrix.conjTranspose_mul_self_mulVec_eq_zero X v).1 h0
  exact hv (hX (h1.trans (Matrix.mulVec_zero X).symm))

/-- For a basis of full column rank, the span projector leaves every basis orbital unchanged. -/
theorem spanProj_mul_self {X : Matrix m k ℂ} (hX : Function.Injective X.mulVec) :
    spanProj X * X = X := by
  have h := Matrix.nonsing_inv_mul (overlap X) (isUnit_iff_ne_zero.2 (det_overlap_ne_zero hX))
  calc spanProj X * X = X * ((overlap X)⁻¹ * overlap X) := by
        simp only [spanProj, overlap, Matrix.mul_assoc]
    _ = X := by rw [h, Matrix.mul_one]

/-- For a basis of full column rank, the span projector is Hermitian and idempotent. -/
theorem spanProj_isProjector {X : Matrix m k ℂ} (hX : Function.Injective X.mulVec) :
    (spanProj X)ᴴ = spanProj X ∧ spanProj X * spanProj X = spanProj X := by
  constructor
  · simp only [spanProj, overlap, Matrix.conjTranspose_mul, Matrix.conjTranspose_nonsing_inv,
      Matrix.conjTranspose_conjTranspose, Matrix.mul_assoc]
  · calc spanProj X * spanProj X = (spanProj X * X) * ((overlap X)⁻¹ * Xᴴ) := by
          simp only [spanProj, Matrix.mul_assoc]
      _ = spanProj X := by
          rw [spanProj_mul_self hX, spanProj, Matrix.mul_assoc]

omit [Fintype n] [DecidableEq n] in
/-- For `X` of full column rank, the parts of the columns of `Y` left over after projection onto
the span of `X` have overlap matrix `Y* Y - Y* P Y`. -/
theorem overlap_residual {X : Matrix m k ℂ} (hX : Function.Injective X.mulVec)
    (Y : Matrix m n ℂ) :
    overlap (Y - spanProj X * Y) = overlap Y - Yᴴ * spanProj X * Y := by
  obtain ⟨hH, hI⟩ := spanProj_isProjector hX
  have hPP : spanProj X * (spanProj X * Y) = spanProj X * Y := by
    rw [← Matrix.mul_assoc, hI]
  simp only [overlap, Matrix.conjTranspose_sub, Matrix.conjTranspose_mul, hH, Matrix.sub_mul,
    Matrix.mul_sub, Matrix.mul_assoc, hPP, sub_self, sub_zero]

/-- For `X` of full column rank and any `Y`, the Gram determinant of `[X, Y]` divided by that of
`X` is the Gram determinant of the residuals `Y - P Y`. -/
theorem gramRatio_eq_residual {X : Matrix m k ℂ} (hX : Function.Injective X.mulVec)
    (Y : Matrix m n ℂ) :
    gramRatio X Y = (overlap (Y - spanProj X * Y)).det := by
  have h := det_overlap_ne_zero hX
  have := Matrix.invertibleOfIsUnitDet (overlap X) (isUnit_iff_ne_zero.2 h)
  -- the joined overlap matrix in block form
  have hb : overlap (fromCols X Y) =
      fromBlocks (overlap X) (Xᴴ * Y) (Yᴴ * X) (overlap Y) := by
    ext (i | i) (j | j) <;> simp [overlap, Matrix.mul_apply]
  -- its determinant factors through the Schur complement
  rw [gramRatio, hb, Matrix.det_fromBlocks₁₁, mul_div_cancel_left₀ _ h,
    Matrix.invOf_eq_nonsing_inv, overlap_residual hX]
  simp only [spanProj, Matrix.mul_assoc]

/-- For `X` of full column rank with span projector `P` and orthonormal states `Y`, the Gram
determinant of `[X, Y]` divided by `det (X* X)` equals `det (1 - Y* P Y)`. -/
theorem gramRatio_eq_det {X : Matrix m k ℂ} (hX : Function.Injective X.mulVec)
    {Y : Matrix m n ℂ} (hY : Yᴴ * Y = 1) :
    gramRatio X Y = (1 - Yᴴ * spanProj X * Y).det := by
  rw [gramRatio_eq_residual hX, overlap_residual hX, overlap, hY]

/-- The determinant of a positive semidefinite `n × n` matrix `B` is at most
`exp (tr B - n)`. -/
theorem det_le_exp_trace {B : Matrix n n ℂ} (hB : B.PosSemidef) :
    B.det ≤ ((Real.exp (B.trace.re - Fintype.card n) : ℝ) : ℂ) := by
  have hd : B.det = ((∏ i, hB.1.eigenvalues i : ℝ) : ℂ) :=
    hB.1.det_eq_prod_eigenvalues.trans (Complex.ofReal_prod _ _).symm
  have ht : B.trace = ((∑ i, hB.1.eigenvalues i : ℝ) : ℂ) :=
    hB.1.trace_eq_sum_eigenvalues.trans (Complex.ofReal_sum _ _).symm
  have hs : ∑ i, hB.1.eigenvalues i - Fintype.card n = ∑ i, (hB.1.eigenvalues i - 1) := by
    simp [Finset.sum_sub_distrib]
  rw [hd, ht, Complex.ofReal_re, hs, Real.exp_sum]
  -- each eigenvalue obeys `x ≤ exp (x - 1)`
  refine Complex.real_le_real.2 (Finset.prod_le_prod (fun i _ => hB.eigenvalues_nonneg i) ?_)
  intro i _
  have := Real.add_one_le_exp (hB.1.eigenvalues i - 1)
  linarith

/-- For `X` of full column rank and orthonormal states `Y`, the Gram ratio is real, nonnegative
and at most `exp (-w)`, where `w = tr (Y* P Y)` is the total weight of the states in the span. -/
theorem gramRatio_bounds {X : Matrix m k ℂ} (hX : Function.Injective X.mulVec)
    {Y : Matrix m n ℂ} (hY : Yᴴ * Y = 1) :
    0 ≤ gramRatio X Y ∧
      gramRatio X Y ≤ ((Real.exp (-(Yᴴ * spanProj X * Y).trace.re) : ℝ) : ℂ) := by
  have hB : (overlap (Y - spanProj X * Y)).PosSemidef :=
    Matrix.posSemidef_conjTranspose_mul_self _
  have e : (overlap (Y - spanProj X * Y)).trace.re - Fintype.card n =
      -(Yᴴ * spanProj X * Y).trace.re := by
    rw [overlap_residual hX, overlap, hY, Matrix.trace_sub, Matrix.trace_one,
      Complex.sub_re, Complex.natCast_re]
    ring
  rw [gramRatio_eq_residual hX, ← e]
  exact ⟨hB.det_nonneg, det_le_exp_trace hB⟩

/-- For `X` of full column rank, the Gram ratio vanishes exactly when some nontrivial combination
of the columns of `Y` is a combination of the columns of `X`. -/
theorem gramRatio_eq_zero_iff {X : Matrix m k ℂ} (hX : Function.Injective X.mulVec)
    (Y : Matrix m n ℂ) :
    gramRatio X Y = 0 ↔ ∃ c : n → ℂ, c ≠ 0 ∧ ∃ a : k → ℂ, Y *ᵥ c = X *ᵥ a := by
  rw [gramRatio_eq_residual hX, ← Matrix.exists_mulVec_eq_zero_iff]
  constructor
  · rintro ⟨c, hc, h⟩
    have h0 : (Y - spanProj X * Y) *ᵥ c = 0 :=
      (Matrix.conjTranspose_mul_self_mulVec_eq_zero _ _).1 h
    rw [Matrix.sub_mulVec, sub_eq_zero] at h0
    refine ⟨c, hc, ((overlap X)⁻¹ * Xᴴ * Y) *ᵥ c, ?_⟩
    rw [h0, Matrix.mulVec_mulVec]
    simp only [spanProj, Matrix.mul_assoc]
  · rintro ⟨c, hc, a, h⟩
    refine ⟨c, hc,
      (Matrix.conjTranspose_mul_self_mulVec_eq_zero (Y - spanProj X * Y) c).2 ?_⟩
    rw [Matrix.sub_mulVec, ← Matrix.mulVec_mulVec, h, Matrix.mulVec_mulVec,
      spanProj_mul_self hX, sub_self]

/-- For `X` of full column rank and orthonormal states `Y`, the Gram ratio equals one exactly when
every state is orthogonal to every column of `X`. -/
theorem gramRatio_eq_one_iff {X : Matrix m k ℂ} (hX : Function.Injective X.mulVec)
    {Y : Matrix m n ℂ} (hY : Yᴴ * Y = 1) :
    gramRatio X Y = 1 ↔ Xᴴ * Y = 0 := by
  obtain ⟨hH, hI⟩ := spanProj_isProjector hX
  constructor
  · intro h
    have hb := (gramRatio_bounds hX hY).2
    rw [h] at hb
    have hb' : (1 : ℝ) ≤ Real.exp (-(Yᴴ * spanProj X * Y).trace.re) := (Complex.le_def.1 hb).1
    have hw := Real.one_le_exp_iff.1 hb'
    -- the captured weight is the squared norm of `P Y`, so it must vanish
    have hQ : Yᴴ * spanProj X * Y = (spanProj X * Y)ᴴ * (spanProj X * Y) := by
      rw [Matrix.conjTranspose_mul, hH, Matrix.mul_assoc, Matrix.mul_assoc,
        ← Matrix.mul_assoc (spanProj X) (spanProj X), hI]
    rw [hQ] at hw
    obtain ⟨h1, h2⟩ := Complex.le_def.1
      (Matrix.posSemidef_conjTranspose_mul_self (spanProj X * Y)).trace_nonneg
    rw [Complex.zero_re] at h1
    have ht : ((spanProj X * Y)ᴴ * (spanProj X * Y)).trace = 0 :=
      Complex.ext (by rw [Complex.zero_re]; linarith) h2.symm
    have hPY := Matrix.trace_conjTranspose_mul_self_eq_zero_iff.1 ht
    calc Xᴴ * Y = (spanProj X * X)ᴴ * Y := by rw [spanProj_mul_self hX]
      _ = Xᴴ * (spanProj X * Y) := by rw [Matrix.conjTranspose_mul, hH, Matrix.mul_assoc]
      _ = 0 := by rw [hPY, Matrix.mul_zero]
  · intro h
    have hPY : spanProj X * Y = 0 := by
      rw [spanProj, Matrix.mul_assoc, h, Matrix.mul_zero]
    rw [gramRatio_eq_det hX hY, Matrix.mul_assoc, hPY, Matrix.mul_zero, sub_zero,
      Matrix.det_one]

end

end GramSpillage
```

```lean
#print axioms GramSpillage.gramRatio_eq_det
#print axioms GramSpillage.gramRatio_eq_zero_iff
#print axioms GramSpillage.gramRatio_eq_one_iff
```

```
'GramSpillage.gramRatio_eq_det' depends on axioms: [propext, Classical.choice, Quot.sound]
'GramSpillage.gramRatio_eq_zero_iff' depends on axioms: [propext, Classical.choice, Quot.sound]
'GramSpillage.gramRatio_eq_one_iff' depends on axioms: [propext, Classical.choice, Quot.sound]
```

## How the lemmas build the identity

`det_overlap_ne_zero` argues by contradiction. A zero determinant supplies a nonzero vector `v` annihilated by the overlap matrix, the Mathlib lemma `Matrix.conjTranspose_mul_self_mulVec_eq_zero` turns this into Xv = 0, and injectivity forces v = 0. That Mathlib lemma plays the part of the norm argument v*X*Xv = ‖Xv‖².

`spanProj_mul_self` regroups the product so that S⁻¹S appears and cancels, which gives PX = X. `spanProj_isProjector` obtains P* = P by taking the conjugate transpose of each factor, and P² = P from PX = X. `overlap_residual` then expands the four terms of R*R; the auxiliary equation `hPP` is P(PY) = PY, which makes two of them cancel.

In `gramRatio_eq_residual`, the equation `hb` puts the joined overlap matrix in block form by comparing entries. The elimination of the lower left block is contained in `Matrix.det_fromBlocks₁₁`, which factors the determinant into det(S) and the determinant of the Schur complement. After division by det(S), `overlap_residual` identifies that complement with the overlap matrix of the residuals. `gramRatio_eq_det` only has to insert Y*Y = 1.

## How the bound and the extreme cases are proved

`det_le_exp_trace` concerns any positive semidefinite matrix. The equations `hd` and `ht` write determinant and trace as the product and the sum of the real eigenvalues. `Finset.prod_le_prod` multiplies the separate inequalities, using that the eigenvalues are nonnegative, and `Real.add_one_le_exp` supplies 1 + t ≤ exp(t). `gramRatio_bounds` applies this to the residual overlap matrix, with the equation `e` expressing tr B − n = −w.

`gramRatio_eq_zero_iff` replaces the vanishing determinant by a null vector `c` of the residual overlap matrix. In the forward direction the coefficient vector a = S⁻¹X*Yc is given explicitly; in the reverse direction PX = X shows that the residual of Yc is zero.

`gramRatio_eq_one_iff` begins with the upper bound, which yields `hw`, the statement that −w is nonnegative. The equation `hQ` rewrites Y*PY as (PY)*(PY), whose trace is nonnegative, so the trace is zero and PY vanishes. The closing `calc` block carries out X*Y = (PX)*Y = X*PY = 0. The converse inserts PY = 0 into the main identity.
